# Counting the stationary one-electron densities of a fixed Fock matrix with distinct orbital energies

"Stationary" can be defined by an algebraic condition on the density or by the response of the energy to orbital rotations. Here it is the second: the energy must not change to first order under any rotation, and the algebraic condition is derived in part (a). The energy is trace(FP), with the Fock matrix F held fixed, so the results concern non-interacting electrons in a finite orthonormal basis, or a single step of a self-consistent field (SCF) calculation. They do not count SCF solutions, for which F changes with P.

The finite type `n` labels the orbitals, and |n| is their number. The scalars `𝕜` are real or complex, so both kinds of orbital are treated at once.

In Lean 4 with Mathlib:

```lean
import Mathlib

open Matrix
open scoped ComplexOrder

namespace StationaryDensities

noncomputable section

variable {𝕜 n : Type*} [RCLike 𝕜] [Fintype n] [DecidableEq n]
```

The basis is the one in which F is diagonal, with real orbital energies e_i:

F_ij = e_i δ_ij.

```lean
/-- The Fock matrix in its canonical orbital basis: diagonal, with real orbital energies `e`. -/
def fock (e : n → ℝ) : Matrix n n 𝕜 := diagonal fun i => (e i : 𝕜)
```

An occupation pattern is a finite set S of orbitals. Its matrix occ(S) is diagonal, with entry 1 for each orbital in S and 0 for the others.

```lean
/-- The density matrix in which exactly the orbitals in `S` are occupied. -/
def occ (S : Finset n) : Matrix n n 𝕜 := diagonal fun i => if i ∈ S then 1 else 0
```

A rotation generated by an anti-Hermitian K, K† = −K, takes P to exp(tK) P exp(−tK). The derivative at t = 0 is KP − PK, and the definition uses this first-order change directly. For real scalars, K is a real antisymmetric matrix.

```lean
/-- The first-order change of `trace (F P)` under an orbital rotation, `δP = K P - P K`,
vanishes for every anti-Hermitian generator `K`. -/
def IsStationary (F P : Matrix n n 𝕜) : Prop :=
  ∀ K : Matrix n n 𝕜, Kᴴ = -K → trace (F * (K * P - P * K)) = 0
```

Here a density is the one-electron density matrix of a single Slater determinant: a Hermitian idempotent matrix, that is, the projector onto the occupied orbitals. Its trace is the number of electrons, with one electron per occupied spin orbital. In a spin-restricted calculation, each spatial orbital gives two spin orbitals of equal energy. The results below for distinct energies can then be applied to the orbitals of one spin at a time, if their energies are distinct, and the trace counts the electrons of that spin.

```lean
/-- A stationary one-electron density: a Hermitian idempotent at which `trace (F P)` is
stationary under orbital rotations. -/
structure IsStationaryDensity (F P : Matrix n n 𝕜) : Prop where
  hermitian : P.IsHermitian
  idempotent : P * P = P
  stationary : IsStationary F P
```

## (a) From orbital rotations to an algebraic condition

Let F and P be Hermitian. Show that P is stationary exactly when it commutes with F:

trace(F(KP − PK)) = 0 for all K with K† = −K  ⇔  FP = PF.

**Solution.** Cyclicity of the trace gives

trace(FKP) − trace(FPK) = trace(PFK) − trace(FPK) = trace(DK), with D = PF − FP.

If D = 0, this vanishes for every K. Conversely, D† = FP − PF = −D, so D is itself an allowed generator. Setting K = D gives trace(DD) = 0, and therefore

0 = −trace(DD) = trace(D†D) = Σ_ij |D_ij|².

Every element of D is zero.

In the code, `key` is the cyclicity identity and `hD` says that D is anti-Hermitian. The lemma `trace_conjTranspose_mul_self_eq_zero_iff` is the last step, from a vanishing sum of squares to D = 0.

```lean
/-- For Hermitian `F` and `P`, stationarity under orbital rotations is the same as
commutation of `F` with `P`. -/
theorem stationary_iff_commute {F P : Matrix n n 𝕜} (hF : F.IsHermitian)
    (hP : P.IsHermitian) : IsStationary F P ↔ F * P = P * F := by
  -- cyclicity of the trace moves the commutator onto `F` and `P`
  have key : ∀ K : Matrix n n 𝕜,
      trace (F * (K * P - P * K)) = trace ((P * F - F * P) * K) := by
    intro K
    have h1 : trace (F * (K * P)) = trace (P * F * K) := by
      rw [← mul_assoc, trace_mul_cycle]
    rw [mul_sub, sub_mul, trace_sub, trace_sub, h1, mul_assoc F P K]
  constructor
  · intro h
    -- the commutator itself is an admissible generator
    have hD : (P * F - F * P)ᴴ = -(P * F - F * P) := by
      rw [conjTranspose_sub, conjTranspose_mul, conjTranspose_mul, hF.eq, hP.eq, neg_sub]
    have h0 := h _ hD
    rw [key] at h0
    have h2 : trace ((P * F - F * P)ᴴ * (P * F - F * P)) = 0 := by
      rw [hD, neg_mul, trace_neg, h0, neg_zero]
    exact (sub_eq_zero.mp (trace_conjTranspose_mul_self_eq_zero_iff.mp h2)).symm
  · intro h K _
    rw [key, h, sub_self, zero_mul, trace_zero]
```

In an SCF calculation with DIIS convergence acceleration, the matrix FP − PF is commonly formed at each iteration, in an orthonormal basis and with F built from the current P. Its elements are the error vector that the extrapolation tries to make small.

## (b) Real energies make F Hermitian

Part (a) assumes a Hermitian F. Show that the diagonal Fock matrix qualifies:

F† = F.

**Solution.** The conjugate transpose of a diagonal matrix is diagonal with conjugated entries, and each e_i is real. The proof compares the diagonals entry by entry.

```lean
omit [Fintype n] in
/-- The Fock matrix with real orbital energies is Hermitian. -/
theorem fock_isHermitian (e : n → ℝ) : (fock e : Matrix n n 𝕜).IsHermitian := by
  rw [Matrix.IsHermitian, fock, diagonal_conjTranspose]
  congr 1
  funext i
  simp
```

## (c) Idempotents that commute with F

Let the orbital energies be distinct, which is `Function.Injective e` in the code. Show, without assuming that P is Hermitian, that

P² = P and FP = PF  ⇔  P = occ(S) for some S.

**Solution.** The (i, j) element of FP = PF reads e_i P_ij = P_ij e_j, or

(e_i − e_j) P_ij = 0.

For i ≠ j the first factor is nonzero, so P_ij = 0. With P diagonal, the (i, i) element of P² = P has one surviving term:

P_ii² = P_ii, so P_ii (P_ii − 1) = 0.

Each diagonal element is 0 or 1, and S is the set of i with P_ii = 1. Conversely, occ(S) is idempotent because 0² = 0 and 1² = 1, and it commutes with F because diagonal matrices commute.

The steps `hoff` and `hdiag` are the two displayed arguments. `Finset.sum_eq_single` reduces the matrix product to its surviving term, and `linear_combination` puts each equation into factored form.

```lean
/-- If the orbital energies are distinct, the idempotents commuting with the Fock matrix are
exactly the diagonal zero-one matrices. -/
theorem commuting_idempotent_iff {e : n → ℝ} (he : Function.Injective e)
    {P : Matrix n n 𝕜} :
    (P * P = P ∧ fock e * P = P * fock e) ↔ ∃ S : Finset n, P = occ S := by
  classical
  constructor
  · rintro ⟨hI, hc⟩
    -- distinct energies remove all off-diagonal elements
    have hoff : ∀ i j, i ≠ j → P i j = 0 := by
      intro i j hij
      have h := congrFun (congrFun hc i) j
      simp only [fock, diagonal_mul, mul_diagonal] at h
      have h' : ((e i : 𝕜) - (e j : 𝕜)) * P i j = 0 := by linear_combination h
      rcases mul_eq_zero.mp h' with h0 | h0
      · exact absurd (he (RCLike.ofReal_inj.mp (sub_eq_zero.mp h0))) hij
      · exact h0
    -- idempotency leaves only the occupations 0 and 1
    have hdiag : ∀ i, P i i = 0 ∨ P i i = 1 := by
      intro i
      have h := congrFun (congrFun hI i) i
      rw [mul_apply, Finset.sum_eq_single i
        (fun k _ hk => by rw [hoff k i hk, mul_zero])
        (fun hi => absurd (Finset.mem_univ i) hi)] at h
      have h' : P i i * (P i i - 1) = 0 := by linear_combination h
      rcases mul_eq_zero.mp h' with h0 | h0
      · exact Or.inl h0
      · exact Or.inr (sub_eq_zero.mp h0)
    refine ⟨Finset.univ.filter (fun i => P i i = 1), ?_⟩
    ext i j
    by_cases hij : i = j
    · subst hij
      rcases hdiag i with h | h <;> simp [occ, h]
    · rw [hoff i j hij, occ, diagonal_apply_ne _ hij]
  · rintro ⟨S, rfl⟩
    constructor
    · unfold occ
      rw [diagonal_mul_diagonal]
      congr 1
      funext i
      split_ifs <;> simp
    · unfold occ fock
      rw [diagonal_mul_diagonal, diagonal_mul_diagonal]
      congr 1
      funext i
      exact mul_comm _ _
```

## (d) The stationary densities

Keep the energies distinct. Combine the previous parts to show that

P is a stationary density  ⇔  P = occ(S) for some S.

**Solution.** A stationary density is Hermitian, so by (a) and (b) it commutes with F. It is also idempotent, and (c) gives the set S. In the other direction, occ(S) is Hermitian because it is diagonal with real entries. By (c) it is idempotent and commutes with F, and by (a) it is stationary.

```lean
/-- If the orbital energies are distinct, the stationary one-electron densities are exactly
the diagonal zero-one matrices. -/
theorem stationaryDensity_iff {e : n → ℝ} (he : Function.Injective e) {P : Matrix n n 𝕜} :
    IsStationaryDensity (fock e) P ↔ ∃ S : Finset n, P = occ S := by
  constructor
  · intro h
    exact (commuting_idempotent_iff he).mp
      ⟨h.idempotent, (stationary_iff_commute (fock_isHermitian e) h.hermitian).mp h.stationary⟩
  · rintro ⟨S, rfl⟩
    have hH : (occ S : Matrix n n 𝕜).IsHermitian := by
      rw [Matrix.IsHermitian, occ, diagonal_conjTranspose]
      congr 1
      funext i
      rw [Pi.star_apply]
      split_ifs <;> simp
    obtain ⟨h1, h2⟩ := (commuting_idempotent_iff (𝕜 := 𝕜) he).mpr ⟨S, rfl⟩
    exact ⟨hH, h1, (stationary_iff_commute (fock_isHermitian e) hH).mpr h2⟩
```

## (e) The count at fixed electron number

For distinct energies and any natural number k, show that

#{P : P is a stationary density and trace P = k} = binom(|n|, k).

**Solution.** The trace of occ(S) is |S|. Different sets give different matrices, since S can be read off the diagonal. By (d), the densities to be counted therefore correspond one to one to the k-element subsets of the orbitals, and there are binom(|n|, k) of these. For k > |n| both sides are zero.

The code calls these steps `htr`, `hinj` and `hset`. The count is an extended cardinality, `encard`, which is infinite for an infinite set, so the equation also says that the set is finite.

```lean
/-- If the orbital energies are distinct, exactly `(Fintype.card n).choose k` stationary
one-electron densities have trace `k`. -/
theorem count_stationaryDensities {e : n → ℝ} (he : Function.Injective e) (k : ℕ) :
    {P : Matrix n n 𝕜 | IsStationaryDensity (fock e) P ∧ P.trace = (k : 𝕜)}.encard
      = ((Fintype.card n).choose k : ℕ) := by
  have htr : ∀ S : Finset n, (occ S : Matrix n n 𝕜).trace = (S.card : 𝕜) := by
    intro S
    simp [occ, trace_diagonal]
  -- different occupation patterns give different densities
  have hinj : Function.Injective (occ : Finset n → Matrix n n 𝕜) := by
    intro S T h
    ext i
    have hi := congrFun (congrFun h i) i
    simp only [occ, diagonal_apply_eq] at hi
    by_cases hS : i ∈ S <;> by_cases hT : i ∈ T <;> simp [hS, hT] at hi ⊢
  have hset : {P : Matrix n n 𝕜 | IsStationaryDensity (fock e) P ∧ P.trace = (k : 𝕜)}
      = occ '' (↑(Finset.powersetCard k (Finset.univ : Finset n)) : Set (Finset n)) := by
    ext P
    simp only [Set.mem_ofPred_eq, Set.mem_image, Finset.mem_coe, Finset.mem_powersetCard_univ]
    constructor
    · rintro ⟨hP, ht⟩
      obtain ⟨S, rfl⟩ := (stationaryDensity_iff he).mp hP
      rw [htr] at ht
      exact ⟨S, by exact_mod_cast ht, rfl⟩
    · rintro ⟨S, hS, rfl⟩
      exact ⟨(stationaryDensity_iff he).mpr ⟨S, rfl⟩, by rw [htr, hS]⟩
  rw [hset, hinj.encard_image, Set.encard_coe_eq_coe_finsetCard, Finset.card_powersetCard,
    Finset.card_univ]
```

**A numerical instance.** Take three orbitals of the same spin, with energies −2, −1 and 3, and two electrons of that spin. There are binom(3, 2) = 3 stationary densities:

diag(1, 1, 0), with trace(FP) = −3
diag(1, 0, 1), with trace(FP) = 1
diag(0, 1, 1), with trace(FP) = 2

The first is the aufbau choice, which an SCF program makes when it diagonalises F and fills the lowest orbitals. The other two are equally stationary for this F, though higher in energy.

## (f) One electron in an eigenorbital

The energies may now coincide. Let v be a real orbital, and let P be the density matrix of one electron in it, P_ij = v_i v_j.

```lean
/-- The matrix `v vᵀ` of a real vector `v`. If `v` is normalised, this is the density matrix of one
electron in the orbital `v`. -/
def orbitalDensity (v : n → ℝ) : Matrix n n 𝕜 := of fun i j => ((v i * v j : ℝ) : 𝕜)
```

Suppose that v is normalised, Σ_k v_k² = 1, and is an eigenorbital of F with energy ε, so that e_i v_i = ε v_i for all i. Show that P is a stationary density with

trace P = 1.

**Solution.** P is real and symmetric, hence Hermitian. Normalisation gives idempotency and the trace:

(P²)_ij = Σ_k v_i v_k v_k v_j = v_i v_j,
trace P = Σ_k v_k² = 1.

The eigenvalue equation, used once for i and once for j, gives commutation:

e_i v_i v_j = ε v_i v_j = v_i v_j e_j.

Part (a) then makes P stationary. In the code, the last display is the line `linear_combination v j * hv i - v i * hv j`. The identities are proved over the reals and carried to `𝕜` by `exact_mod_cast`.

```lean
/-- A normalised real eigenorbital of the Fock matrix gives a stationary density of trace one. -/
theorem eigenorbital_stationary {e v : n → ℝ} {ε : ℝ} (hn : ∑ k, v k * v k = 1)
    (hv : ∀ i, e i * v i = ε * v i) :
    IsStationaryDensity (fock e) (orbitalDensity v : Matrix n n 𝕜) ∧
      (orbitalDensity v : Matrix n n 𝕜).trace = 1 := by
  have hH : (orbitalDensity v : Matrix n n 𝕜).IsHermitian := by
    ext i j
    simp [orbitalDensity, conjTranspose_apply, mul_comm]
  refine ⟨⟨hH, ?_, (stationary_iff_commute (fock_isHermitian e) hH).mpr ?_⟩, ?_⟩
  · ext i j
    simp only [mul_apply, orbitalDensity, of_apply]
    have hr : ∑ k, (v i * v k) * (v k * v j) = v i * v j := by
      calc ∑ k, (v i * v k) * (v k * v j) = v i * v j * ∑ k, v k * v k := by
            rw [Finset.mul_sum]
            exact Finset.sum_congr rfl (fun _ _ => by ring)
        _ = v i * v j := by rw [hn, mul_one]
    exact_mod_cast hr
  · ext i j
    simp only [fock, diagonal_mul, mul_diagonal, orbitalDensity, of_apply]
    have hr : e i * (v i * v j) = v i * v j * e j := by
      linear_combination v j * hv i - v i * hv j
    exact_mod_cast hr
  · simp only [trace, diag_apply, orbitalDensity, of_apply]
    exact_mod_cast hn
```

## (g) Two orbitals of equal energy

Let a ≠ b be orbitals with e_a = e_b. Show that

{P : P is a stationary density and trace P = 1} is infinite.

**Solution.** For 0 ≤ c ≤ 1, mix the two orbitals:

v_a = c, v_b = √(1 − c²), all other v_i = 0.

This v is normalised, and it is an eigenorbital with energy e_a because both of its components belong to that energy. By (f) its density is stationary with trace one. Different c give different densities: the element P_aa = c² determines c, since c ≥ 0. The interval from 0 to 1 is infinite, and so is the set of densities.

`Set.infinite_of_injOn_mapsTo` asks for three things: that different c give different densities, that each density belongs to the set, and that the interval is infinite.

With c = 3/5, the block of P for a and b is

0.36  0.48
0.48  0.64

It is idempotent with trace one, but not a zero-one matrix. If the two energies differed, PF − FP would have the (a, b) element 0.48 (e_b − e_a), and P would not be stationary.

The classification in (d) thus fails as soon as any two energies coincide, because there are only finitely many matrices occ(S). The count in (e) then fails at k = 1.

```lean
/-- If two different orbitals have the same energy, there are infinitely many stationary
one-electron densities of trace one. -/
theorem degenerate_infinite {e : n → ℝ} {a b : n} (hab : a ≠ b) (h : e a = e b) :
    {P : Matrix n n 𝕜 | IsStationaryDensity (fock e) P ∧ P.trace = 1}.Infinite := by
  -- mix the two degenerate orbitals with amplitudes `c` and `√(1 - c²)`
  let v : ℝ → n → ℝ := fun c i => if i = a then c else if i = b then √(1 - c * c) else 0
  refine Set.infinite_of_injOn_mapsTo (f := fun c => (orbitalDensity (v c) : Matrix n n 𝕜))
    (s := Set.Icc (0 : ℝ) 1) ?_ ?_ (Set.Icc_infinite zero_lt_one)
  · intro c hc d hd hcd
    have h1 := congrFun (congrFun hcd a) a
    simp only [orbitalDensity, of_apply, v, if_true] at h1
    rcases mul_self_eq_mul_self_iff.mp (RCLike.ofReal_inj.mp h1) with h2 | h2
    · exact h2
    · linarith [hc.1, hd.1]
  · intro c hc
    have hs : 0 ≤ 1 - c * c := by nlinarith [hc.1, hc.2]
    refine eigenorbital_stationary (ε := e a) ?_ ?_
    · have hk : ∀ k, v c k * v c k
          = (if k = a then c * c else 0) + (if k = b then 1 - c * c else 0) := by
        intro k
        by_cases h1 : k = a
        · simp [v, h1, hab]
        · by_cases h2 : k = b
          · simp [v, h2, hab.symm, Real.mul_self_sqrt hs]
          · simp [v, h1, h2]
      rw [Finset.sum_congr rfl (fun k _ => hk k), Finset.sum_add_distrib]
      simp
    · intro i
      by_cases h1 : i = a
      · rw [h1]
      · by_cases h2 : i = b
        · rw [h2, h]
        · simp [v, h1, h2]

end

end StationaryDensities
```

```lean
#print axioms StationaryDensities.count_stationaryDensities
#print axioms StationaryDensities.degenerate_infinite
```

```
'StationaryDensities.count_stationaryDensities' depends on axioms: [propext, Classical.choice, Quot.sound]
'StationaryDensities.degenerate_infinite' depends on axioms: [propext, Classical.choice, Quot.sound]
```
